# The change in mean first-passage times when one transition rate is raised

Let \(Q\) be an invertible backward generator on a finite set of transient states, with \(G=-Q^{-1}\) and mean first-passage times to absorption \(\tau=G\mathbf 1\), where \(\mathbf 1\) is the all-ones vector. Raise the rate of the jump \(a\to b\) between two of these states by \(d\). If the new generator \(Q'\) is still invertible, its mean times \(\tau'\) satisfy, for every starting state \(i\),

\[
\tau'_i-\tau_i=\frac{d\,G_{ia}(\tau_b-\tau_a)}{D},\qquad D=1+d(G_{aa}-G_{ba})\neq0 .
\]

In a finite Markov state model with constant rates, such as one built from molecular simulation, a single inverse therefore gives the response to any such one-way rate change.

## Generator, Green matrix and mean times

The finite type `n` holds the transient states only. For \(i\ne j\), \(Q_{ij}\) is the rate of the jump \(i\to j\), and \(Q_{ii}\) is minus the total rate of leaving \(i\), absorption included. Row \(i\) therefore sums to minus the rate of absorption from \(i\).

In Lean 4 with Mathlib:

```lean
import Mathlib

open Matrix

namespace FirstPassageRateChange

noncomputable section

variable {n : Type*} [Fintype n] [DecidableEq n]
```

The extra jump changes row \(a\) alone: with \(e_a\) the unit vector at \(a\), \(Q'=Q+d\,e_a(e_b-e_a)^{T}\). The number \(d\) may have either sign here.

```lean
/-- The backward generator after the rate of the jump `a → b` is raised by `d`. -/
def withExtraRate (Q : Matrix n n ℝ) (a b : n) (d : ℝ) : Matrix n n ℝ :=
  Matrix.of fun i j => Q i j +
    if i = a then d * ((if j = b then 1 else 0) - (if j = a then 1 else 0)) else 0
```

For a transient process, \(G_{ia}\) is the expected total time spent in \(a\) after starting from \(i\).

```lean
/-- The Green matrix `G = -Q⁻¹` of the transient states. -/
def green (Q : Matrix n n ℝ) : Matrix n n ℝ := -Q⁻¹
```

Summing over \(a\) gives the mean time to absorption. The file takes this as the definition of \(\tau\) and does not construct the stochastic process.

```lean
/-- The vector `τ = G 1` of mean first-passage times out of the transient states. -/
def meanTime (Q : Matrix n n ℝ) : n → ℝ := green Q *ᵥ 1
```

Physical rates are nonnegative, and probability can only leak out. These conditions are used for the signs at the end, but not for the formula, which holds for any real matrix \(Q\) such that \(Q\) and \(Q'\) are both invertible.

```lean
/-- Sign conditions on a backward generator: jump rates are nonnegative, and probability may leak
out of each state but is never created. Leakage is not required: `Q = 0` qualifies, and transience
comes from the separate assumption that `Q` is invertible. -/
structure IsTransientGenerator (Q : Matrix n n ℝ) : Prop where
  rate_nonneg : ∀ i j, i ≠ j → 0 ≤ Q i j
  row_sum_nonpos : ∀ i, ∑ j, Q i j ≤ 0
```

## An identity for the modified generator

Acting on a vector \(x\), the new generator gives \(Q'x=Qx+d(x_b-x_a)e_a\).

```lean
lemma withExtraRate_mulVec (Q : Matrix n n ℝ) (a b : n) (d : ℝ) (x : n → ℝ) (i : n) :
    (withExtraRate Q a b d *ᵥ x) i =
      (Q *ᵥ x) i + if i = a then d * (x b - x a) else 0 := by
  by_cases h : i = a
  · simp [withExtraRate, Matrix.mulVec, dotProduct, h, add_mul, mul_sub, sub_mul,
      Finset.sum_add_distrib, Finset.sum_sub_distrib]
  · simp [withExtraRate, Matrix.mulVec, dotProduct, h]
```

Invertibility, written `IsUnit Q`, gives \(QG=-I\), with \(I\) the identity matrix,

```lean
lemma mul_green {Q : Matrix n n ℝ} (hQ : IsUnit Q) : Q * green Q = -1 := by
  rw [green, mul_neg, Matrix.mul_nonsing_inv Q ((Matrix.isUnit_iff_isUnit_det Q).1 hQ)]
```

and \(GQ=-I\).

```lean
lemma green_mul {Q : Matrix n n ℝ} (hQ : IsUnit Q) : green Q * Q = -1 := by
  rw [green, neg_mul, Matrix.nonsing_inv_mul Q ((Matrix.isUnit_iff_isUnit_det Q).1 hQ)]
```

Applying \(QG=-I\) to \(\mathbf 1\) yields the backward equation \(Q\tau=-\mathbf 1\).

```lean
lemma mulVec_meanTime {Q : Matrix n n ℝ} (hQ : IsUnit Q) : Q *ᵥ meanTime Q = -1 := by
  rw [meanTime, Matrix.mulVec_mulVec, mul_green hQ, Matrix.neg_mulVec, Matrix.one_mulVec]
```

Applying it to \(e_a\) shows that column \(a\) of \(G\) solves \(Q(Ge_a)=-e_a\).

```lean
lemma mulVec_green_col {Q : Matrix n n ℝ} (hQ : IsUnit Q) (a i : n) :
    (Q *ᵥ fun j => green Q j a) i = -(if i = a then 1 else 0) := by
  have h : (Q * green Q) i a = (-1 : Matrix n n ℝ) i a := by rw [mul_green hQ]
  rw [Matrix.neg_apply, Matrix.one_apply, Matrix.mul_apply] at h
  exact h
```

Now multiply the expression for \(Q'x\) by \(G\). Since \(GQx=-x\),

\[
x=-GQ'x+d(x_b-x_a)\,Ge_a .
\]

```lean
/-- Dyson-type identity: any vector is recovered from the action of the modified generator
on it, plus a source at `a` proportional to its difference between `b` and `a`. -/
theorem dyson_identity {Q : Matrix n n ℝ} (hQ : IsUnit Q) (a b : n) (d : ℝ)
    (x : n → ℝ) (i : n) :
    x i = -(green Q *ᵥ (withExtraRate Q a b d *ᵥ x)) i
      + d * (x b - x a) * green Q i a := by
  have h : withExtraRate Q a b d *ᵥ x =
      Q *ᵥ x + (d * (x b - x a)) • (Pi.single a (1 : ℝ) : n → ℝ) := by
    ext j
    rw [withExtraRate_mulVec]
    by_cases hj : j = a <;> simp [hj]
  have hc : (green Q *ᵥ (Pi.single a (1 : ℝ) : n → ℝ)) i = green Q i a := by
    simp [Matrix.mulVec, dotProduct, Pi.single_apply]
  rw [h, Matrix.mulVec_add, Matrix.mulVec_smul, Matrix.mulVec_mulVec, green_mul hQ,
    Matrix.neg_mulVec, Matrix.one_mulVec]
  simp only [Pi.add_apply, Pi.neg_apply, Pi.smul_apply, smul_eq_mul, hc]
  ring
```

## When the new generator is invertible

Suppose \(Q'v=0\) with \(v\ne0\). The identity gives \(v_i=d(v_b-v_a)G_{ia}\). Subtracting the case \(i=a\) from \(i=b\) leaves \((v_b-v_a)D=0\). If \(v_b=v_a\), then \(v=0\), a contradiction; so \(D=0\).

Conversely, \(Q'(Ge_a)=-D\,e_a\). If \(D=0\), the column \(Ge_a\) is a kernel vector, and it is nonzero because \(Q(Ge_a)=-e_a\). Hence \(Q'\) is invertible exactly when \(D\neq0\).

```lean
/-- The modified generator is invertible exactly when `1 + d (G_aa - G_ba)` is nonzero. -/
theorem isUnit_withExtraRate_iff {Q : Matrix n n ℝ} (hQ : IsUnit Q) (a b : n) (d : ℝ) :
    IsUnit (withExtraRate Q a b d) ↔ 1 + d * (green Q a a - green Q b a) ≠ 0 := by
  rw [Matrix.isUnit_iff_isUnit_det, isUnit_iff_ne_zero]
  refine not_congr ?_
  rw [← Matrix.exists_mulVec_eq_zero_iff]
  constructor
  · rintro ⟨v, hv, h⟩
    -- a kernel vector is a multiple of column `a` of the Green matrix
    have key : ∀ i, v i = d * (v b - v a) * green Q i a := fun i => by
      have := dyson_identity hQ a b d v i
      rw [h, Matrix.mulVec_zero] at this
      simpa using this
    have hD : (v b - v a) * (1 + d * (green Q a a - green Q b a)) = 0 := by
      linear_combination key b - key a
    rcases mul_eq_zero.1 hD with h0 | h0
    · exact absurd (funext fun i => by rw [key i, h0]; simp) hv
    · exact h0
  · intro h
    refine ⟨fun j => green Q j a, fun h0 => ?_, ?_⟩
    · have := mulVec_green_col hQ a a
      rw [h0, Matrix.mulVec_zero] at this
      simp at this
    · ext i
      rw [withExtraRate_mulVec, mulVec_green_col hQ]
      by_cases hi : i = a
      · simp only [hi, if_true, Pi.zero_apply]
        linear_combination -h
      · simp [hi]
```

## The formula for the change

Put \(x=\tau'\) in the identity. Since \(Q'\tau'=-\mathbf 1\),

\[
\tau'_i=\tau_i+d(\tau'_b-\tau'_a)G_{ia}.
\]

The unknown difference is found by subtracting \(i=a\) from \(i=b\), which gives \((\tau'_b-\tau'_a)D=\tau_b-\tau_a\). Dividing by \(D\) and substituting back proves the formula. In the code `key` is the displayed equation, `hD` is the equation for the difference, and `linear_combination` does the elimination.

```lean
/-- Raising the rate `a → b` by `d` changes the mean first-passage time from `i` by
`d G_ia (τ_b - τ_a) / (1 + d (G_aa - G_ba))`, and the denominator is nonzero. -/
theorem meanTime_change {Q : Matrix n n ℝ} (hQ : IsUnit Q) (a b : n) (d : ℝ)
    (hQ' : IsUnit (withExtraRate Q a b d)) :
    1 + d * (green Q a a - green Q b a) ≠ 0 ∧
    ∀ i, meanTime (withExtraRate Q a b d) i - meanTime Q i =
      d * green Q i a * (meanTime Q b - meanTime Q a) /
        (1 + d * (green Q a a - green Q b a)) := by
  have hden := (isUnit_withExtraRate_iff hQ a b d).1 hQ'
  refine ⟨hden, fun i => ?_⟩
  have hτ := mulVec_meanTime hQ'
  set x := meanTime (withExtraRate Q a b d)
  have key : ∀ j, x j = meanTime Q j + d * (x b - x a) * green Q j a := fun j => by
    have := dyson_identity hQ a b d x j
    rw [hτ, Matrix.mulVec_neg, Pi.neg_apply, neg_neg] at this
    exact this
  -- close the identity on the difference between `b` and `a`
  have hD : (x b - x a) * (1 + d * (green Q a a - green Q b a)) =
      meanTime Q b - meanTime Q a := by
    linear_combination key b - key a
  rw [eq_div_iff hden]
  linear_combination (1 + d * (green Q a a - green Q b a)) * key i + d * green Q i a * hD
```

## Signs for a physical generator

Suppose \(x\) has its minimum at \(i\), with \(x_i\le0\). Then

\[
(Qx)_i=\sum_j Q_{ij}(x_j-x_i)+x_i\sum_j Q_{ij}\ge0,
\]

because both terms are nonnegative.

```lean
/-- Minimum principle: where a vector attains a nonpositive minimum, the generator acts on
it with a nonnegative result. -/
theorem mulVec_nonneg_at_min {Q : Matrix n n ℝ} (h : IsTransientGenerator Q) (x : n → ℝ)
    (i : n) (hmin : ∀ j, x i ≤ x j) (hx : x i ≤ 0) : 0 ≤ (Q *ᵥ x) i := by
  have e : (Q *ᵥ x) i = ∑ j, Q i j * (x j - x i) + (-x i) * (-∑ j, Q i j) := by
    simp only [Matrix.mulVec, dotProduct, mul_sub, Finset.sum_sub_distrib, ← Finset.sum_mul]
    ring
  rw [e]
  refine add_nonneg (Finset.sum_nonneg fun j _ => ?_)
    (mul_nonneg (neg_nonneg.2 hx) (neg_nonneg.2 (h.row_sum_nonpos i)))
  by_cases hj : i = j
  · simp [hj]
  · exact mul_nonneg (h.rate_nonneg i j hj) (sub_nonneg.2 (hmin j))
```

So if \(Qx\) is negative everywhere, \(x\) is positive everywhere. In particular \(\tau>0\).

```lean
lemma pos_of_mulVec_neg {Q : Matrix n n ℝ} (h : IsTransientGenerator Q) (x : n → ℝ)
    (hx : ∀ i, (Q *ᵥ x) i < 0) (i : n) : 0 < x i := by
  obtain ⟨k, -, hk⟩ := Finset.exists_min_image Finset.univ x ⟨i, Finset.mem_univ i⟩
  by_contra hi
  have := mulVec_nonneg_at_min h x k (fun j => hk j (Finset.mem_univ j))
    ((hk i (Finset.mem_univ i)).trans (not_lt.1 hi))
  linarith [hx k]
```

Write \(g=Ge_a\). If \(g_j<0\), choose \(\varepsilon>0\) with \(g_j+\varepsilon\tau_j=0\). Then \(Q(g+\varepsilon\tau)=-e_a-\varepsilon\mathbf 1\) is negative everywhere, so \(g_j+\varepsilon\tau_j>0\), a contradiction. Thus \(g\ge0\).

If \(g_i>g_a\), choose \(\varepsilon>0\) with \(\varepsilon\tau_i=(g_i-g_a)/2\) and set \(y=\varepsilon\tau-g\). Then \(y_i=-(g_i+g_a)/2\le0\), so \(Qy=e_a-\varepsilon\mathbf 1\) is nonnegative where \(y\) is smallest. That place must be \(a\). But \(y_a>-g_a>y_i\), a contradiction. Hence \(0\le G_{ia}\le G_{aa}\).

```lean
/-- For an invertible transient generator the Green matrix is nonnegative, and each of its
columns is largest on the diagonal. -/
theorem green_bounds {Q : Matrix n n ℝ} (h : IsTransientGenerator Q) (hQ : IsUnit Q)
    (i a : n) : 0 ≤ green Q i a ∧ green Q i a ≤ green Q a a := by
  have hτ : ∀ j, (Q *ᵥ meanTime Q) j = -1 := fun j => by rw [mulVec_meanTime hQ]; rfl
  have hpos := pos_of_mulVec_neg h (meanTime Q) (fun j => by rw [hτ]; norm_num)
  have hg := mulVec_green_col hQ a
  set g : n → ℝ := fun j => green Q j a
  have hnn : ∀ j, 0 ≤ g j := fun j => by
    by_contra hj
    -- adding a positive multiple of the mean time makes the inequality strict
    have hε : 0 < -g j / meanTime Q j := div_pos (by linarith) (hpos j)
    have hc : -g j / meanTime Q j * meanTime Q j = -g j := div_mul_cancel₀ _ (hpos j).ne'
    have := pos_of_mulVec_neg h (g + (-g j / meanTime Q j) • meanTime Q) (fun k => by
      rw [Matrix.mulVec_add, Matrix.mulVec_smul, Pi.add_apply, Pi.smul_apply, hg, hτ,
        smul_eq_mul]
      split_ifs <;> linarith) j
    rw [Pi.add_apply, Pi.smul_apply, smul_eq_mul, hc] at this
    linarith
  refine ⟨hnn i, ?_⟩
  change g i ≤ g a
  by_contra hi
  obtain ⟨ε, hε, hc⟩ : ∃ ε : ℝ, 0 < ε ∧ ε * meanTime Q i = (g i - g a) / 2 :=
    ⟨(g i - g a) / 2 / meanTime Q i, div_pos (by linarith) (hpos i),
      div_mul_cancel₀ _ (hpos i).ne'⟩
  obtain ⟨k, -, hk⟩ := Finset.exists_min_image Finset.univ (ε • meanTime Q - g)
    ⟨i, Finset.mem_univ i⟩
  have hki := hk i (Finset.mem_univ i)
  have hyi : (ε • meanTime Q - g) i = (g i - g a) / 2 - g i := by
    rw [Pi.sub_apply, Pi.smul_apply, smul_eq_mul, hc]
  have hmin := mulVec_nonneg_at_min h _ k (fun j => hk j (Finset.mem_univ j))
    (by linarith [hnn i, hnn a])
  rw [Matrix.mulVec_sub, Matrix.mulVec_smul, Pi.sub_apply, Pi.smul_apply, hg, hτ,
    smul_eq_mul] at hmin
  -- the minimum can only sit at the source `a`, where the value is too large
  by_cases hka : k = a
  · rw [hyi, hka, Pi.sub_apply, Pi.smul_apply, smul_eq_mul] at hki
    linarith [mul_pos hε (hpos a)]
  · rw [if_neg hka] at hmin
    linarith
```

For \(d\ge0\) it follows that \(D\ge1\), so \(Q'\) is automatically invertible. The sign of \(\tau_b-\tau_a\) then fixes the direction of the response: a faster jump to a state nearer absorption in mean time lengthens no mean time, and a faster jump to a more distant one shortens none.

```lean
/-- Raising a rate of an invertible transient generator keeps it invertible. All mean
first-passage times weakly fall if `τ_b ≤ τ_a`, and all weakly rise if `τ_a ≤ τ_b`. -/
theorem meanTime_monotone_response {Q : Matrix n n ℝ} (h : IsTransientGenerator Q)
    (hQ : IsUnit Q) (a b : n) {d : ℝ} (hd : 0 ≤ d) :
    IsUnit (withExtraRate Q a b d) ∧
    (meanTime Q b ≤ meanTime Q a →
      ∀ i, meanTime (withExtraRate Q a b d) i ≤ meanTime Q i) ∧
    (meanTime Q a ≤ meanTime Q b →
      ∀ i, meanTime Q i ≤ meanTime (withExtraRate Q a b d) i) := by
  have hden : 0 < 1 + d * (green Q a a - green Q b a) := by
    linarith [mul_nonneg hd (sub_nonneg.2 (green_bounds h hQ b a).2)]
  have hQ' := (isUnit_withExtraRate_iff hQ a b d).2 hden.ne'
  have hch := (meanTime_change hQ a b d hQ').2
  refine ⟨hQ', fun hab i => ?_, fun hab i => ?_⟩
  · have := div_nonpos_of_nonpos_of_nonneg (mul_nonpos_of_nonneg_of_nonpos
      (mul_nonneg hd (green_bounds h hQ i a).1) (sub_nonpos.2 hab)) hden.le
    linarith [hch i]
  · have := div_nonneg (mul_nonneg
      (mul_nonneg hd (green_bounds h hQ i a).1) (sub_nonneg.2 hab)) hden.le
    linarith [hch i]

end

end FirstPassageRateChange
```

```lean
#print axioms FirstPassageRateChange.meanTime_change
#print axioms FirstPassageRateChange.meanTime_monotone_response
```

```
'FirstPassageRateChange.meanTime_change' depends on axioms: [propext, Classical.choice, Quot.sound]
'FirstPassageRateChange.meanTime_monotone_response' depends on axioms: [propext, Classical.choice, Quot.sound]
```

## Jumps straight into absorption

Here \(b\) must be transient. A model that kept the absorbing states in the index set, with \(\tau=0\) on them, would also cover a raised rate from \(a\) directly into absorption. Only the diagonal entry \(Q_{aa}\) would then change within the transient block, and the formula would take the values \(\tau_b=0\) and \(G_{ba}=0\). The price would be a singular full generator, so that \(G\) would have to be defined from its transient block.
